# In a finite exciton model, a substrate redshifts the lowest level by at most the gap reduction if it weakens the attraction by no more than that

A simple way to carry a model exciton calculation from a freestanding layer to a supported one is to lower the band gap by $\delta$, weaken the electron-hole attraction at each separation $r$ by $w_r$, and diagonalise again. In code this is `H_sub = H + np.diag(w - delta)`, followed by a call for the lowest eigenvalue. If $0\le w_r\le\delta$ everywhere, the new lowest energy $E'$ must satisfy

$$E-\delta\le E'\le E,$$

where $E$ is the lowest energy without the substrate. A value outside this interval by more than numerical error signals a mistake, for instance a wrong sign, $E$ and $E'$ computed on different grids, or a $w$ that violates the condition. A value inside it does not show that $w$ is right, since every $w$ with entries between $0$ and $\delta$ passes. The bracket holds for a real symmetric `H` that describes a single electron-hole pair on finitely many separations, with a rigid gap shift and a static change of attraction that is diagonal in the separation.

The set of separations is a finite type `n`.

```lean
import Mathlib

open Matrix

namespace SubstrateExciton

noncomputable section

variable {n : Type*} [Fintype n]
```

## Energies and the substrate term

An exciton state is represented here by a real amplitude $x_r$, which is enough to find the lowest energy of a real symmetric Hamiltonian. The Hamiltonian is a real matrix $H$ that contains the gap, the relative motion and the attraction. The energy expectation value of a normalised state is

$$\langle x,Hx\rangle=\sum_{r,s}x_rH_{rs}x_s .$$

In Lean, `⬝ᵥ` is the dot product and `*ᵥ` applies a matrix to a vector.

```lean
/-- The quadratic form of `H` at the electron-hole amplitude `x` over the separations. For a
normalised `x` it is the energy expectation value. -/
def energy (H : Matrix n n ℝ) (x : n → ℝ) : ℝ := x ⬝ᵥ H *ᵥ x
```

The lowest exciton energy $E$ is the infimum of this expression over $\sum_r x_r^2=1$.

```lean
/-- The lowest exciton energy: the infimum of the energy over normalised amplitudes,
for a nonempty set of separations. -/
def excitonEnergy (H : Matrix n n ℝ) : ℝ := sInf (energy H '' {x | x ⬝ᵥ x = 1})
```

A ground state is a normalised amplitude that reaches $E$. If $x$ is one, so is $-x$, which describes the same physical state. Degeneracy is allowed and gives further ones.

```lean
/-- A ground state is a normalised amplitude whose energy is the lowest exciton energy. -/
def IsGroundState (H : Matrix n n ℝ) (x : n → ℝ) : Prop :=
  x ⬝ᵥ x = 1 ∧ energy H x = excitonEnergy H
```

The substrate adds the diagonal entries $w_r-\delta$. In a static image-charge picture, the gap falls because the substrate polarises around each separate carrier, and the attraction weakens because the two polarisations partly cancel when the carriers are close. The condition $w_r\le\delta$ says that the pair is still stabilised or left unchanged, and $w_r\ge0$ that the attraction is nowhere strengthened. Both are taken here as hypotheses on the input and are not derived from an electrostatic model.

```lean
/-- The Hamiltonian on a substrate that reduces the band gap by `δ` and weakens the
electron-hole attraction at separation `r` by `w r`. -/
def onSubstrate [DecidableEq n] (H : Matrix n n ℝ) (δ : ℝ) (w : n → ℝ) : Matrix n n ℝ :=
  H + diagonal (fun r => w r - δ)
```

For a normalised $x$, the constant part of the diagonal gives $-\delta\sum_r x_r^2=-\delta$, so

$$\langle x,(H+\mathrm{diag}(w-\delta))x\rangle=\langle x,Hx\rangle-\delta+\sum_r w_rx_r^2 .$$

Every later comparison uses this identity.

```lean
/-- In a normalised state the substrate changes the energy by the mean loss of attraction
minus the gap reduction. -/
theorem energy_onSubstrate [DecidableEq n] (H : Matrix n n ℝ) (δ : ℝ) (w : n → ℝ)
    {x : n → ℝ} (hx : x ⬝ᵥ x = 1) :
    energy (onSubstrate H δ w) x = energy H x - δ + ∑ r, w r * x r ^ 2 := by
  have hn : ∑ r, x r ^ 2 = 1 := (Finset.sum_congr rfl fun r _ => pow_two (x r)).trans hx
  have hd : x ⬝ᵥ diagonal (fun r => w r - δ) *ᵥ x
      = ∑ r, w r * x r ^ 2 - δ * ∑ r, x r ^ 2 := by
    rw [Finset.mul_sum, ← Finset.sum_sub_distrib]
    simp only [dotProduct, mulVec_diagonal]
    exact Finset.sum_congr rfl fun r _ => by ring
  unfold energy onSubstrate
  rw [add_mulVec, dotProduct_add, hd, hn]
  ring
```

## The minimum is a genuine exciton level

Normalisation forces $|x_r|\le1$, so the unit sphere is a closed subset of a cube and hence compact. It is nonempty, because the pair can sit at a single separation. The energy is continuous and therefore attains its minimum. The `IsLeast` statement supplies both a minimiser (`.1`) and the lower bound for every trial state (`.2`).

```lean
variable [Nonempty n]

/-- The lowest exciton energy is attained: it is the minimum of the energy over normalised
amplitudes. -/
theorem excitonEnergy_isLeast (H : Matrix n n ℝ) :
    IsLeast (energy H '' {x | x ⬝ᵥ x = 1}) (excitonEnergy H) := by
  classical
  have hc : Continuous fun x : n → ℝ => x ⬝ᵥ x := by
    simp only [dotProduct]
    fun_prop
  have he : Continuous (energy H) := by
    unfold energy
    simp only [dotProduct, mulVec]
    fun_prop
  -- the unit sphere is a closed subset of a cube
  have hK : IsCompact {x : n → ℝ | x ⬝ᵥ x = 1} := by
    refine (isCompact_Icc (a := fun _ : n => (-1 : ℝ)) (b := fun _ => 1)).of_isClosed_subset
      (isClosed_eq hc continuous_const) fun x hx => ?_
    have h : ∀ i, x i * x i ≤ 1 := fun i =>
      (Finset.single_le_sum (f := fun j => x j * x j)
        (fun j _ => mul_self_nonneg (x j)) (Finset.mem_univ i)).trans_eq hx
    exact ⟨fun i => by nlinarith [h i], fun i => by nlinarith [h i]⟩
  obtain ⟨r⟩ := ‹Nonempty n›
  have hne : {x : n → ℝ | x ⬝ᵥ x = 1}.Nonempty :=
    ⟨Pi.single r 1, by simp [dotProduct, Pi.single_apply]⟩
  exact (hK.image he).isLeast_sInf (hne.image _)
```

For $y\ne0$, the state $y/\sqrt{\langle y,y\rangle}$ is normalised and has energy $\langle y,Hy\rangle/\langle y,y\rangle$. This is at least $E$, so

$$E\,\langle y,y\rangle\le\langle y,Hy\rangle,$$

and for $y=0$ both sides vanish.

```lean
/-- Variational principle for amplitudes of any norm: the energy is at least the lowest
exciton energy times the squared norm. -/
theorem excitonEnergy_mul_le (H : Matrix n n ℝ) (y : n → ℝ) :
    excitonEnergy H * (y ⬝ᵥ y) ≤ energy H y := by
  rcases eq_or_ne y 0 with rfl | hy
  · simp [energy]
  have hp : 0 < y ⬝ᵥ y :=
    lt_of_le_of_ne (Finset.sum_nonneg fun i _ => mul_self_nonneg (y i))
      (Ne.symm (mt dotProduct_self_eq_zero.1 hy))
  -- normalise `y`
  obtain ⟨c, hc⟩ : ∃ c : ℝ, c ^ 2 = (y ⬝ᵥ y)⁻¹ :=
    ⟨(Real.sqrt (y ⬝ᵥ y))⁻¹, by rw [inv_pow, Real.sq_sqrt hp.le]⟩
  have hu : (c • y) ⬝ᵥ (c • y) = 1 := by
    rw [smul_dotProduct, dotProduct_smul, smul_eq_mul, smul_eq_mul, ← mul_assoc,
      ← pow_two, hc, inv_mul_cancel₀ hp.ne']
  have he : energy H (c • y) = (y ⬝ᵥ y)⁻¹ * energy H y := by
    simp only [energy, mulVec_smul, smul_dotProduct, dotProduct_smul, smul_eq_mul]
    rw [← mul_assoc, ← pow_two, hc]
  have h : excitonEnergy H ≤ energy H (c • y) := (excitonEnergy_isLeast H).2 ⟨_, hu, rfl⟩
  rwa [he, ← div_eq_inv_mul, le_div_iff₀ hp] at h
```

Now let $H$ be symmetric and $x$ a ground state, with residual $g=Hx-Ex$. Inserting $y=x+tg$ into the last inequality gives, for every real $t$,

$$0\le 2t\,\langle g,g\rangle+t^2c,\qquad c=\langle g,Hg\rangle-E\langle g,g\rangle\ge0 .$$

Symmetry is what merges the two cross terms. Choose $t=-s\langle g,g\rangle$ with $s=1/(c+1)$. Since $sc=1-s$, the right-hand side becomes $-s(1+s)\langle g,g\rangle^2$, which is negative unless $g=0$. Hence $Hx=Ex$. In the code `quad` is the inequality in $t$, and `hb` is the conclusion $\langle g,g\rangle=0$.

```lean
/-- For a symmetric Hamiltonian every ground state solves the exciton eigenvalue equation,
with the lowest exciton energy as eigenvalue. -/
theorem IsGroundState.eigenvector {H : Matrix n n ℝ} (hH : H.IsSymm) {x : n → ℝ}
    (hx : IsGroundState H x) : H *ᵥ x = excitonEnergy H • x := by
  obtain ⟨g, hg⟩ : ∃ g, g = H *ᵥ x - excitonEnergy H • x := ⟨_, rfl⟩
  have hgg : g ⬝ᵥ (H *ᵥ x - excitonEnergy H • x)
      = g ⬝ᵥ H *ᵥ x - excitonEnergy H * (g ⬝ᵥ x) := by
    rw [dotProduct_sub, dotProduct_smul, smul_eq_mul]
  rw [← hg] at hgg
  have hsym : x ⬝ᵥ H *ᵥ g = g ⬝ᵥ H *ᵥ x := by
    rw [dotProduct_mulVec, ← mulVec_transpose, hH.eq, dotProduct_comm]
  have hxe : x ⬝ᵥ H *ᵥ x = excitonEnergy H := hx.2
  obtain ⟨c, hc⟩ : ∃ c, c = g ⬝ᵥ H *ᵥ g - excitonEnergy H * (g ⬝ᵥ g) := ⟨_, rfl⟩
  have hc0 : 0 ≤ c := by
    rw [hc]
    exact sub_nonneg.2 (excitonEnergy_mul_le H g)
  -- vary the ground state along the residual `g`
  have quad : ∀ t : ℝ, 0 ≤ 2 * t * (g ⬝ᵥ g) + t ^ 2 * c := by
    intro t
    have key := excitonEnergy_mul_le H (x + t • g)
    simp only [energy, mulVec_add, mulVec_smul, add_dotProduct, dotProduct_add,
      smul_dotProduct, dotProduct_smul, smul_eq_mul] at key
    rw [dotProduct_comm x g, hsym] at key
    rw [hc]
    linear_combination key - 2 * t * hgg - excitonEnergy H * hx.1 + hxe
  have hb : g ⬝ᵥ g = 0 := by
    by_contra hb
    obtain ⟨s, hs0, hs⟩ : ∃ s : ℝ, 0 < s ∧ s * (c + 1) = 1 :=
      ⟨(c + 1)⁻¹, by positivity, inv_mul_cancel₀ (by positivity)⟩
    have h1 : 0 ≤ -(s * (1 + s) * (g ⬝ᵥ g) ^ 2) := by
      linear_combination quad (-(s * (g ⬝ᵥ g))) + s * (g ⬝ᵥ g) ^ 2 * hs
    have h2 : 0 < s * (1 + s) * (g ⬝ᵥ g) ^ 2 := by positivity
    linarith
  rw [dotProduct_self_eq_zero.1 hb] at hg
  exact sub_eq_zero.1 hg.symm
```

The substrate term is diagonal and preserves symmetry, so the same argument applies to $E'$. The bounds below compare only minima of the energy and do not assume symmetry.

## The two bounds

For the lower bound, let $x$ be a minimiser with the substrate present. Then

$$E'=\langle x,Hx\rangle-\delta+\sum_r w_rx_r^2\ge E-\delta,$$

which needs only $w_r\ge0$.

```lean
variable [DecidableEq n]

/-- If the substrate nowhere strengthens the attraction, the exciton energy falls by at most
the gap reduction. -/
theorem sub_le_excitonEnergy (H : Matrix n n ℝ) {δ : ℝ} {w : n → ℝ} (hw : ∀ r, 0 ≤ w r) :
    excitonEnergy H - δ ≤ excitonEnergy (onSubstrate H δ w) := by
  obtain ⟨x, hx, hE⟩ := (excitonEnergy_isLeast (onSubstrate H δ w)).1
  have h : excitonEnergy H ≤ energy H x := (excitonEnergy_isLeast H).2 ⟨x, hx, rfl⟩
  have hS : 0 ≤ ∑ r, w r * x r ^ 2 :=
    Finset.sum_nonneg fun r _ => mul_nonneg (hw r) (sq_nonneg _)
  rw [← hE, energy_onSubstrate H δ w hx]
  linarith
```

For the upper bound, take a ground state $x$ of the bare $H$ as trial state:

$$E'\le E-\delta+\sum_r w_rx_r^2\le E-\delta+\delta=E .$$

```lean
/-- If the loss of attraction lies between zero and the gap reduction `δ` at every separation,
the substrate lowers the exciton energy by an amount between zero and `δ`. -/
theorem excitonEnergy_onSubstrate_bounds (H : Matrix n n ℝ) {δ : ℝ} {w : n → ℝ}
    (hw : ∀ r, 0 ≤ w r) (hwδ : ∀ r, w r ≤ δ) :
    excitonEnergy H - δ ≤ excitonEnergy (onSubstrate H δ w) ∧
      excitonEnergy (onSubstrate H δ w) ≤ excitonEnergy H := by
  refine ⟨sub_le_excitonEnergy H hw, ?_⟩
  -- the ground state without substrate serves as trial state
  obtain ⟨x, hx, hE⟩ := (excitonEnergy_isLeast H).1
  have h := (excitonEnergy_isLeast (onSubstrate H δ w)).2 ⟨x, hx, rfl⟩
  have hn : ∑ r, x r ^ 2 = 1 := (Finset.sum_congr rfl fun r _ => pow_two (x r)).trans hx
  have hS : ∑ r, w r * x r ^ 2 ≤ ∑ r, δ * x r ^ 2 :=
    Finset.sum_le_sum fun r _ => mul_le_mul_of_nonneg_right (hwδ r) (sq_nonneg _)
  rw [← Finset.mul_sum, hn] at hS
  rw [energy_onSubstrate H δ w hx] at h
  linarith
```

Take two separations, near and far, with energies in arbitrary units:

$$H=\begin{pmatrix}3&-2\\-2&6\end{pmatrix},\qquad \delta=1,\qquad w=(1,0).$$

The eigenvalues of $H$ are $2$ and $7$, so $E=2$, with ground state $(2,1)/\sqrt5$. On the substrate the matrix is

$$\begin{pmatrix}3&-2\\-2&5\end{pmatrix},$$

with eigenvalues $4\pm\sqrt5$, so $E'\approx1.764$. This lies between $E-\delta=1$ and $E=2$. The old ground state as trial state gives $2-1+\tfrac45=1.8$, slightly above $E'$, as it should be.

## When the redshift is strict, complete or uniform

Suppose $w_r\le\delta$ everywhere, and some bare ground state has $x_r\ne0$ at a separation where $w_r<\delta$. Then $\sum_r w_rx_r^2<\delta$, and the trial-state estimate gives $E'<E$. In the example the far separation has this property.

```lean
/-- If the loss of attraction nowhere exceeds `δ`, and is below `δ` at a separation where a
ground state without substrate has amplitude, the exciton energy strictly decreases. -/
theorem strict_redshift {H : Matrix n n ℝ} {δ : ℝ} {w x : n → ℝ} (hwδ : ∀ r, w r ≤ δ)
    (hx : IsGroundState H x) {r : n} (hr : x r ≠ 0) (hlt : w r < δ) :
    excitonEnergy (onSubstrate H δ w) < excitonEnergy H := by
  have h := (excitonEnergy_isLeast (onSubstrate H δ w)).2 ⟨x, hx.1, rfl⟩
  have hn : ∑ r, x r ^ 2 = 1 := (Finset.sum_congr rfl fun r _ => pow_two (x r)).trans hx.1
  have hS : ∑ r, w r * x r ^ 2 < ∑ r, δ * x r ^ 2 :=
    Finset.sum_lt_sum (fun r _ => mul_le_mul_of_nonneg_right (hwδ r) (sq_nonneg _))
      ⟨r, Finset.mem_univ r, mul_lt_mul_of_pos_right hlt (by positivity)⟩
  rw [← Finset.mul_sum, hn] at hS
  rw [energy_onSubstrate H δ w hx.1, hx.2] at h
  linarith
```

With $w_r\ge0$, suppose that $E'=E-\delta$, and let $x$ be a minimiser on the substrate. Then

$$\bigl(\langle x,Hx\rangle-E\bigr)+\sum_r w_rx_r^2=0 .$$

Both terms are non-negative, so both vanish: $x$ is also a bare ground state, and $w_r=0$ wherever $x_r\ne0$. Conversely, such a state used as trial state gives $E'\le E-\delta$, and the lower bound gives the reverse. In the example the only bare ground state, up to sign, has amplitude at the near separation, where $w_r=1$, so the redshift stays below $\delta$.

```lean
/-- If the attraction is nowhere strengthened, the exciton follows the full gap reduction
exactly when some ground state without substrate lives only where the attraction is unchanged. -/
theorem full_redshift_iff (H : Matrix n n ℝ) {δ : ℝ} {w : n → ℝ} (hw : ∀ r, 0 ≤ w r) :
    excitonEnergy (onSubstrate H δ w) = excitonEnergy H - δ ↔
      ∃ x, IsGroundState H x ∧ ∀ r, x r ≠ 0 → w r = 0 := by
  constructor
  · intro heq
    obtain ⟨x, hx, hE⟩ := (excitonEnergy_isLeast (onSubstrate H δ w)).1
    have h : excitonEnergy H ≤ energy H x := (excitonEnergy_isLeast H).2 ⟨x, hx, rfl⟩
    have h0 : ∀ r ∈ Finset.univ, 0 ≤ w r * x r ^ 2 :=
      fun r _ => mul_nonneg (hw r) (sq_nonneg _)
    have hS := Finset.sum_nonneg h0
    rw [energy_onSubstrate H δ w hx, heq] at hE
    -- both non-negative excesses must vanish
    have hz : ∑ r, w r * x r ^ 2 = 0 := by linarith
    refine ⟨x, ⟨hx, by linarith⟩, fun r hr => ?_⟩
    have hzr := (Finset.sum_eq_zero_iff_of_nonneg h0).1 hz r (Finset.mem_univ r)
    exact (mul_eq_zero.1 hzr).resolve_right (pow_ne_zero 2 hr)
  · rintro ⟨x, hx, hsupp⟩
    have h := (excitonEnergy_isLeast (onSubstrate H δ w)).2 ⟨x, hx.1, rfl⟩
    have hz : ∑ r, w r * x r ^ 2 = 0 := Finset.sum_eq_zero fun r _ => by
      by_cases hr : x r = 0
      · rw [hr]; ring
      · rw [hsupp r hr]; ring
    rw [energy_onSubstrate H δ w hx.1, hx.2, hz] at h
    linarith [sub_le_excitonEnergy H (δ := δ) hw]
```

If $w_r=c$ at every separation, each normalised state shifts by the same amount, and comparing the two minimisers gives

$$E'=E+c-\delta .$$

The choice $c=0$ reaches the lower bound and $c=\delta$ the upper one, so, whatever $H$ is, neither can be improved without further information about $w$.

```lean
/-- A loss of attraction `c` that is the same at all separations shifts the exciton energy by
exactly `c - δ`. -/
theorem uniform_shift (H : Matrix n n ℝ) (δ c : ℝ) :
    excitonEnergy (onSubstrate H δ fun _ => c) = excitonEnergy H + (c - δ) := by
  have he : ∀ x : n → ℝ, x ⬝ᵥ x = 1 →
      energy (onSubstrate H δ fun _ => c) x = energy H x + (c - δ) := by
    intro x hx
    have hn : ∑ r, x r ^ 2 = 1 := (Finset.sum_congr rfl fun r _ => pow_two (x r)).trans hx
    rw [energy_onSubstrate H δ _ hx, ← Finset.mul_sum, hn]
    ring
  obtain ⟨x, hx, hE⟩ := (excitonEnergy_isLeast H).1
  obtain ⟨y, hy, hF⟩ := (excitonEnergy_isLeast (onSubstrate H δ fun _ => c)).1
  have h1 := (excitonEnergy_isLeast (onSubstrate H δ fun _ => c)).2 ⟨x, hx, rfl⟩
  have h2 := (excitonEnergy_isLeast H).2 ⟨y, hy, rfl⟩
  rw [he x hx] at h1
  rw [he y hy] at hF
  linarith

end

end SubstrateExciton
```

```lean
#print axioms SubstrateExciton.excitonEnergy_onSubstrate_bounds
#print axioms SubstrateExciton.strict_redshift
#print axioms SubstrateExciton.full_redshift_iff
#print axioms SubstrateExciton.uniform_shift
```

```
'SubstrateExciton.excitonEnergy_onSubstrate_bounds' depends on axioms: [propext, Classical.choice, Quot.sound]
'SubstrateExciton.strict_redshift' depends on axioms: [propext, Classical.choice, Quot.sound]
'SubstrateExciton.full_redshift_iff' depends on axioms: [propext, Classical.choice, Quot.sound]
'SubstrateExciton.uniform_shift' depends on axioms: [propext, Classical.choice, Quot.sound]
```
